# A quadratic-in-time bound on leakage from an adiabatic state with bounded nonadiabatic coupling

Q: Electrons prepared in one adiabatic state leak into others as the nuclei move, and you want to bound the lost population. You treat the energies and couplings as given functions of time, and the amplitudes as a given solution. Is that still the physical problem?

A: It is the electronic half of it. Let \(c_j(t)\) be the amplitude of adiabatic state \(\phi_j\) along a nuclear path, with \(\hbar=1\). Then

\[
c_j'=-\Bigl(iE_jc_j+\sum_k D_{jk}c_k\Bigr),\qquad D_{jk}=\langle\phi_j|\partial_t\phi_k\rangle .
\]

The energies \(E_j\) are real. Differentiating \(\langle\phi_j|\phi_k\rangle=\delta_{jk}\) gives \(D^\dagger=-D\). In Lean, `n` is the finite set of states, and `Evolves E D c` is this equation, component by component.

```lean
import Mathlib

open Matrix Filter Topology

namespace NonadiabaticLeakage

variable {n : Type*} [Fintype n]

/-- The amplitudes `c` obey `c' = -(iE + D)c` at all times, with real adiabatic energies `E`
and nonadiabatic couplings `D`. -/
def Evolves (E : ℝ → n → ℝ) (D : ℝ → Matrix n n ℂ) (c : ℝ → n → ℂ) : Prop :=
  ∀ t j, HasDerivAt (fun s => c s j)
    (-(Complex.I * (E t j : ℂ) * c t j + ∑ k, D t j k * c t k)) t
```

Q: Where is the continuity of \(E\) and \(D\)?

A: It would serve to guarantee a solution. Here a differentiable solution is assumed, and the bound then needs no continuity. The equation is required at all real times, so a run starting at \(t=0\) has to be continued backwards, for instance with \(E\) and \(D\) held at their initial values.

Q: The energies set the phases, and phases control interference. How can they be absent from the bound?

A: They affect the actual leakage, but not directly the rate of a population:

\[
\frac{d}{dt}|c_j|^2=2\,\mathrm{Re}(c_j^*c_j')
=-2\,\mathrm{Re}\Bigl(c_j^*\sum_kD_{jk}c_k\Bigr),
\]

because \(iE_j|c_j|^2\) is imaginary. The proof differentiates the real and imaginary parts separately, and `key` is the algebra that removes the energy.

```lean
/-- The population of an adiabatic state changes only through the couplings `D`;
the energies drop out of its rate. -/
theorem population_rate {E : ℝ → n → ℝ} {D : ℝ → Matrix n n ℂ} {c : ℝ → n → ℂ}
    (hc : Evolves E D c) (t : ℝ) (j : n) :
    HasDerivAt (fun s => ‖c s j‖ ^ 2)
      (-2 * (star (c t j) * ∑ k, D t j k * c t k).re) t := by
  have key : ∀ (z S : ℂ) (e : ℝ), -2 * (star z * S).re =
      2 * (z.re * (-(Complex.I * (e : ℂ) * z + S)).re
        + z.im * (-(Complex.I * (e : ℂ) * z + S)).im) := by
    intro z S e
    simp only [Complex.star_def, Complex.mul_re, Complex.mul_im, Complex.neg_re,
      Complex.neg_im, Complex.add_re, Complex.add_im, Complex.I_re, Complex.I_im,
      Complex.ofReal_re, Complex.ofReal_im, Complex.conj_re, Complex.conj_im]
    ring
  have hr : HasDerivAt (fun s => (c s j).re)
      (-(Complex.I * (E t j : ℂ) * c t j + ∑ k, D t j k * c t k)).re t :=
    Complex.reCLM.hasFDerivAt.comp_hasDerivAt t (hc t j)
  have hi : HasDerivAt (fun s => (c s j).im)
      (-(Complex.I * (E t j : ℂ) * c t j + ∑ k, D t j k * c t k)).im t :=
    Complex.imCLM.hasFDerivAt.comp_hasDerivAt t (hc t j)
  have hf : (fun s => ‖c s j‖ ^ 2) =
      fun s => (c s j).re * (c s j).re + (c s j).im * (c s j).im := by
    funext s
    rw [Complex.sq_norm, Complex.normSq_apply]
  rw [hf]
  refine ((hr.fun_mul hr).fun_add (hi.fun_mul hi)).congr_deriv ?_
  rw [key _ _ (E t j)]
  ring
```

Q: And the total population?

A: Put \(Z=\sum_{jk}c_j^*D_{jk}c_k\). Anti-Hermiticity gives \(Z^*=-Z\), so \(\mathrm{Re}\,Z=0\). In Lean, `Finset.sum_comm` exchanges the two indices.

```lean
/-- The expectation value of an anti-Hermitian matrix has zero real part. -/
theorem antiHermitian_expectation_re {D : Matrix n n ℂ} (hD : Dᴴ = -D) (v : n → ℂ) :
    (∑ j, star (v j) * ∑ k, D j k * v k).re = 0 := by
  have aux : ∀ Z : ℂ, star Z = -Z → Z.re = 0 := by
    intro Z h
    have h' := congrArg Complex.re h
    simp only [Complex.star_def, Complex.conj_re, Complex.neg_re] at h'
    linarith
  apply aux
  simp only [Finset.mul_sum, star_sum, star_mul', star_star, ← Finset.sum_neg_distrib]
  rw [Finset.sum_comm]
  refine Finset.sum_congr rfl fun j _ => Finset.sum_congr rfl fun k _ => ?_
  have e : star (D k j) = -D j k := congrFun (congrFun hD j) k
  rw [e]
  ring
```

Summing the rates over \(j\) gives \(-2\,\mathrm{Re}\,Z=0\). The total population has zero derivative everywhere, so it is constant.

```lean
/-- Anti-Hermitian couplings conserve the total population. -/
theorem total_population {E : ℝ → n → ℝ} {D : ℝ → Matrix n n ℂ} {c : ℝ → n → ℂ}
    (hc : Evolves E D c) (hD : ∀ t, (D t)ᴴ = -D t) (t : ℝ) :
    ∑ j, ‖c t j‖ ^ 2 = ∑ j, ‖c 0 j‖ ^ 2 := by
  have hd : ∀ t, HasDerivAt (fun s => ∑ j, ‖c s j‖ ^ 2) 0 t := by
    intro t
    have h : HasDerivAt (fun s => ∑ j, ‖c s j‖ ^ 2)
        (∑ j, -2 * (star (c t j) * ∑ k, D t j k * c t k).re) t :=
      HasDerivAt.fun_sum fun j _ => population_rate hc t j
    refine h.congr_deriv ?_
    rw [← Finset.mul_sum, ← Complex.re_sum, antiHermitian_expectation_re (hD t), mul_zero]
  exact is_const_of_deriv_eq_zero (fun s => (hd s).differentiableAt)
    (fun s => (hd s).deriv) t 0
```

Q: How do you measure the coupling out of the initial state?

A: By a ceiling \(K\ge0\), in inverse time, on the combined coupling of the initial state \(i\) to all others: \(\sum_{j\ne i}|D_{ij}|^2\le K^2\). Write \(q=|c_i|^2\). The diagonal element \(D_{ii}\) is imaginary and drops out of the rate. With \(S=\sum_{k\ne i}D_{ik}c_k\), Cauchy-Schwarz and normalisation give

\[
|S|^2\le K^2\sum_{k\ne i}|c_k|^2=K^2(1-q),
\]

and therefore

\[
(q')^2=4\bigl(\mathrm{Re}\,c_i^*S\bigr)^2\le4K^2q(1-q).
\]

The next lemma bounds the square of \(\mathrm{Re}\bigl(c_i^*\sum_kD_{ik}c_k\bigr)=-q'/2\), hence \(K^2\) in place of \(4K^2\). `Finset.univ.erase i` is the set of states other than \(i\).

```lean
variable [DecidableEq n]

/-- For a normalised state and anti-Hermitian `D` whose couplings out of state `i` have total square
at most `K²`, the real part of `vᵢ* ∑ₖ Dᵢₖ vₖ` has square at most `K² q (1 - q)`, where `q = |vᵢ|²`
is the population of state `i`. -/
theorem coupling_term_sq_le {D : Matrix n n ℂ} (hD : Dᴴ = -D) {v : n → ℂ}
    (hv : ∑ j, ‖v j‖ ^ 2 = 1) {i : n} {K : ℝ}
    (hK : ∑ j ∈ Finset.univ.erase i, ‖D i j‖ ^ 2 ≤ K ^ 2) :
    (star (v i) * ∑ k, D i k * v k).re ^ 2 ≤ K ^ 2 * (‖v i‖ ^ 2 * (1 - ‖v i‖ ^ 2)) := by
  -- the diagonal coupling is imaginary and drops out
  have aux : ∀ z d s : ℂ, star d = -d → (star z * (d * z + s)).re = (star z * s).re := by
    intro z d s h
    have h' := congrArg Complex.re h
    simp only [Complex.star_def, Complex.conj_re, Complex.neg_re] at h'
    have hd : d.re = 0 := by linarith
    simp only [Complex.star_def, Complex.mul_re, Complex.mul_im, Complex.add_re,
      Complex.add_im, Complex.conj_re, Complex.conj_im, hd]
    ring
  have hii : star (D i i) = -D i i := congrFun (congrFun hD i) i
  rw [← Finset.add_sum_erase Finset.univ (fun k => D i k * v k) (Finset.mem_univ i),
    aux _ _ _ hii]
  have hrest := Finset.add_sum_erase Finset.univ (fun k => ‖v k‖ ^ 2) (Finset.mem_univ i)
  have hrest' : ∑ k ∈ Finset.univ.erase i, ‖v k‖ ^ 2 = 1 - ‖v i‖ ^ 2 := by linarith
  -- Cauchy-Schwarz over the other states
  have hS : ‖∑ k ∈ Finset.univ.erase i, D i k * v k‖ ^ 2 ≤ K ^ 2 * (1 - ‖v i‖ ^ 2) := by
    rw [← hrest']
    have h1 : ‖∑ k ∈ Finset.univ.erase i, D i k * v k‖
        ≤ ∑ k ∈ Finset.univ.erase i, ‖D i k‖ * ‖v k‖ :=
      (norm_sum_le _ _).trans_eq (Finset.sum_congr rfl fun k _ => norm_mul _ _)
    exact ((pow_le_pow_left₀ (norm_nonneg _) h1 2).trans
      (Finset.sum_mul_sq_le_sq_mul_sq _ _ _)).trans
      (mul_le_mul_of_nonneg_right hK (Finset.sum_nonneg fun k _ => sq_nonneg _))
  generalize ∑ k ∈ Finset.univ.erase i, D i k * v k = S at hS ⊢
  calc (star (v i) * S).re ^ 2 = |(star (v i) * S).re| ^ 2 := (sq_abs _).symm
    _ ≤ ‖star (v i) * S‖ ^ 2 :=
        pow_le_pow_left₀ (abs_nonneg _) (Complex.abs_re_le_norm _) 2
    _ = ‖v i‖ ^ 2 * ‖S‖ ^ 2 := by rw [norm_mul, norm_star, mul_pow]
    _ ≤ ‖v i‖ ^ 2 * (K ^ 2 * (1 - ‖v i‖ ^ 2)) :=
        mul_le_mul_of_nonneg_left hS (sq_nonneg _)
    _ = K ^ 2 * (‖v i‖ ^ 2 * (1 - ‖v i‖ ^ 2)) := by ring
```

Q: Dividing by \(\sqrt{q(1-q)}\) fails at the start, where \(q=1\).

A: Yes. Formally, the angle \(\arccos(2q-1)\) starts at zero and grows at a rate of at most \(2K\), but arccos is not differentiable at its endpoints. So take \(0<a<1\) and \(w=a(2q-1)\). Then

\[
|w'|=2a|q'|\le4aK\sqrt{q(1-q)}=2K\sqrt{a^2-w^2}\le2K\sqrt{1-w^2}.
\]

Thus \(2Ks-\arccos w(s)\) is nondecreasing on \([0,t]\), which gives \(\arccos w(t)\le\arccos a+2Kt\). Letting \(a\to1\),

\[
\arccos(2q(t)-1)\le2Kt.
\]

For \(2Kt\le\pi\) the cosine reverses this inequality: \(2q-1\ge\cos2Kt\), that is, \(q\ge\cos^2Kt\).

In the proof, `hstep` is the estimate at fixed \(a\), obtained with `monotoneOn_of_deriv_nonneg`, and `le_of_tendsto_of_tendsto` takes the limit.

```lean
/-- A population `q` in `[0, 1]` that starts at one and whose squared rate is at most
`4K² q (1 - q)` is at least `cos² (Kt)` at time `t`, for `K, t ≥ 0` and `Kt ≤ π/2`. -/
theorem cos_sq_le_of_rate {q q' : ℝ → ℝ} {K t : ℝ} (hK : 0 ≤ K) (ht : 0 ≤ t)
    (hKt : K * t ≤ Real.pi / 2) (hq : ∀ s, HasDerivAt q (q' s) s)
    (h01 : ∀ s, 0 ≤ q s ∧ q s ≤ 1) (h0 : q 0 = 1)
    (hr : ∀ s ∈ Set.Icc 0 t, q' s ^ 2 ≤ 4 * K ^ 2 * (q s * (1 - q s))) :
    Real.cos (K * t) ^ 2 ≤ q t := by
  -- scaling by `a < 1` keeps the argument of arccos away from its singular points
  have hstep : ∀ a ∈ Set.Ioo (0 : ℝ) 1,
      Real.arccos (a * (2 * q t - 1)) ≤ Real.arccos a + 2 * K * t := by
    intro a ha
    have ha2 : a ^ 2 < 1 := by nlinarith [ha.1, ha.2]
    have hw : ∀ s, (a * (2 * q s - 1)) ^ 2 < 1 := by
      intro s
      have hu : (2 * q s - 1) ^ 2 ≤ 1 := by
        nlinarith [mul_nonneg (h01 s).1 (sub_nonneg.2 (h01 s).2)]
      nlinarith [mul_le_mul_of_nonneg_left hu (sq_nonneg a)]
    have hd : ∀ s, HasDerivAt (fun s => 2 * K * s - Real.arccos (a * (2 * q s - 1)))
        (2 * K - -(1 / √(1 - (a * (2 * q s - 1)) ^ 2)) * (a * (2 * q' s))) s := by
      intro s
      have hin : HasDerivAt (fun s => a * (2 * q s - 1)) (a * (2 * q' s)) s :=
        (((hq s).const_mul 2).sub_const 1).const_mul a
      have hl : HasDerivAt (fun s : ℝ => 2 * K * s) (2 * K) s := by
        simpa using (hasDerivAt_id s).const_mul (2 * K)
      have h1 : a * (2 * q s - 1) ≠ -1 := by
        intro h
        have := hw s
        rw [h] at this
        norm_num at this
      have h2 : a * (2 * q s - 1) ≠ 1 := by
        intro h
        have := hw s
        rw [h] at this
        norm_num at this
      have hcomp := HasDerivAt.comp (h₂ := Real.arccos)
        (h := fun s => a * (2 * q s - 1)) s (Real.hasDerivAt_arccos h1 h2) hin
      exact hl.fun_sub hcomp
    have hm : MonotoneOn (fun s => 2 * K * s - Real.arccos (a * (2 * q s - 1)))
        (Set.Icc 0 t) := by
      refine monotoneOn_of_deriv_nonneg (convex_Icc 0 t)
        (fun s _ => (hd s).continuousAt.continuousWithinAt)
        (fun s _ => (hd s).differentiableAt.differentiableWithinAt) (fun s hs => ?_)
      rw [(hd s).deriv]
      have hpos : 0 < 1 - (a * (2 * q s - 1)) ^ 2 := by linarith [hw s]
      have hR := Real.sqrt_pos.2 hpos
      have hR2 := Real.sq_sqrt hpos.le
      generalize √(1 - (a * (2 * q s - 1)) ^ 2) = R at hR hR2 ⊢
      have hsq : (a * (2 * q' s)) ^ 2 ≤ (2 * K * R) ^ 2 := by
        rw [mul_pow (2 * K), hR2]
        nlinarith [mul_le_mul_of_nonneg_left (hr s (interior_subset hs)) (sq_nonneg a),
          mul_nonneg (sq_nonneg K) (sub_nonneg.2 ha2.le)]
      have hlow := (abs_le_of_sq_le_sq' hsq (by positivity)).1
      have e : 1 / R * R = 1 := one_div_mul_cancel hR.ne'
      calc 0 ≤ 1 / R * (2 * K * R + a * (2 * q' s)) :=
            mul_nonneg (by positivity) (by linarith)
        _ = 2 * K - -(1 / R) * (a * (2 * q' s)) := by linear_combination 2 * K * e
    have h : 2 * K * 0 - Real.arccos (a * (2 * q 0 - 1))
        ≤ 2 * K * t - Real.arccos (a * (2 * q t - 1)) :=
      hm (Set.left_mem_Icc.2 ht) (Set.right_mem_Icc.2 ht) ht
    have e : a * (2 * 1 - 1) = a := by ring
    rw [h0, e] at h
    linarith
  -- let `a` tend to one
  have hL : Continuous fun a : ℝ => Real.arccos (a * (2 * q t - 1)) :=
    Real.continuous_arccos.comp (continuous_id.mul continuous_const)
  have hR : Continuous fun a : ℝ => Real.arccos a + 2 * K * t :=
    Real.continuous_arccos.add continuous_const
  have hev : ∀ᶠ a in 𝓝[<] (1 : ℝ),
      Real.arccos (a * (2 * q t - 1)) ≤ Real.arccos a + 2 * K * t := by
    filter_upwards [Ioo_mem_nhdsLT (zero_lt_one : (0 : ℝ) < 1)] with a ha
    exact hstep a ha
  have h1 : Real.arccos (1 * (2 * q t - 1)) ≤ Real.arccos 1 + 2 * K * t :=
    le_of_tendsto_of_tendsto ((hL.tendsto 1).mono_left nhdsWithin_le_nhds)
      ((hR.tendsto 1).mono_left nhdsWithin_le_nhds) hev
  rw [one_mul, Real.arccos_one, zero_add] at h1
  have h2 := Real.cos_le_cos_of_nonneg_of_le_pi (Real.arccos_nonneg _)
    (by linarith : 2 * K * t ≤ Real.pi) h1
  rw [Real.cos_arccos (by linarith [(h01 t).1]) (by linarith [(h01 t).2]),
    mul_assoc, Real.cos_two_mul] at h2
  linarith
```

Q: So the leakage is at most \(\sin^2Kt\)?

A: For \(K,t\ge0\) and \(Kt\le\pi/2\), yes. The initial condition `c 0 = Pi.single i 1` is \(c(0)=e_i\), which fixes the total population at one. The coupling bound `hb` is needed only from time 0 to \(t\).

```lean
/-- A system that starts in state `i` and evolves under anti-Hermitian couplings, with those
out of `i` of total square at most `K²` up to time `t`, has leaked at most `sin² (Kt)`,
for `K, t ≥ 0` and `Kt ≤ π/2`. -/
theorem leakage_le_sin_sq {E : ℝ → n → ℝ} {D : ℝ → Matrix n n ℂ} {c : ℝ → n → ℂ}
    (hc : Evolves E D c) (hD : ∀ t, (D t)ᴴ = -D t) {i : n} (hi : c 0 = Pi.single i 1)
    {K t : ℝ} (hK : 0 ≤ K) (ht : 0 ≤ t) (hKt : K * t ≤ Real.pi / 2)
    (hb : ∀ s ∈ Set.Icc 0 t, ∑ j ∈ Finset.univ.erase i, ‖D s i j‖ ^ 2 ≤ K ^ 2) :
    1 - ‖c t i‖ ^ 2 ≤ Real.sin (K * t) ^ 2 := by
  have hone : ∀ s, ∑ j, ‖c s j‖ ^ 2 = 1 := by
    intro s
    rw [total_population hc hD s, hi, Finset.sum_eq_single i]
    · simp
    · intro j _ hj
      simp [hj]
    · simp
  have h := cos_sq_le_of_rate (q := fun s => ‖c s i‖ ^ 2) hK ht hKt
    (fun s => population_rate hc s i)
    (fun s => ⟨sq_nonneg _, (Finset.single_le_sum (f := fun j => ‖c s j‖ ^ 2)
      (fun j _ => sq_nonneg _) (Finset.mem_univ i)).trans_eq (hone s)⟩)
    (by simp [hi])
    (fun s hs => by
      have := coupling_term_sq_le (hD s) (hone s) (hb s hs)
      rw [mul_pow]
      linarith)
  rw [Real.sin_sq]
  linarith
```

Q: And the quadratic bound for every \(t\ge0\)?

A: While \(|K|t\le\pi/2\), \(\sin x\le x\) for \(x\ge0\) gives

\[
1-|c_i(t)|^2\le\sin^2(|K|t)\le K^2t^2.
\]

Later, \(K^2t^2>1\), and the leakage is never more than one. The two cases of the proof are these. The absolute value appears because this theorem puts no sign condition on \(K\).

```lean
/-- A system that starts in state `i` and evolves under anti-Hermitian couplings, with those
out of `i` of total square at most `K²` up to time `t ≥ 0`, has leaked at most `K² t²`. -/
theorem leakage_le {E : ℝ → n → ℝ} {D : ℝ → Matrix n n ℂ} {c : ℝ → n → ℂ}
    (hc : Evolves E D c) (hD : ∀ t, (D t)ᴴ = -D t) {i : n} (hi : c 0 = Pi.single i 1)
    {K t : ℝ} (ht : 0 ≤ t)
    (hb : ∀ s ∈ Set.Icc 0 t, ∑ j ∈ Finset.univ.erase i, ‖D s i j‖ ^ 2 ≤ K ^ 2) :
    1 - ‖c t i‖ ^ 2 ≤ K ^ 2 * t ^ 2 := by
  have hx : 0 ≤ |K| * t := mul_nonneg (abs_nonneg K) ht
  rw [← sq_abs K, ← mul_pow]
  rcases le_total (|K| * t) (Real.pi / 2) with h | h
  · have h1 := leakage_le_sin_sq hc hD hi (abs_nonneg K) ht h
      (fun s hs => by rw [sq_abs]; exact hb s hs)
    exact h1.trans (pow_le_pow_left₀
      (Real.sin_nonneg_of_nonneg_of_le_pi hx (by linarith [Real.pi_pos])) (Real.sin_le hx) 2)
  · -- at later times the bound exceeds one
    have h1 : 1 ≤ |K| * t := by linarith [Real.pi_gt_three]
    nlinarith [sq_nonneg ‖c t i‖]
```

Q: Could a cleverer argument improve on \(\sin^2Kt\)?

A: Not under these hypotheses, because two states reach it. Take zero energies, \(D_{01}=K\) and \(D_{10}=-K\), with Lean's numbering from zero. This is a limiting case: at exact degeneracy the adiabatic basis is a matter of choice, and here the electronic state stands still while the basis turns. A constant energy gap much smaller than \(K\) gives nearly the same leakage up to \(Kt=\pi/2\).

```lean
/-- The constant real coupling `K` between two states. -/
def twoLevelCoupling (K : ℝ) : Matrix (Fin 2) (Fin 2) ℂ := !![0, (K : ℂ); -(K : ℂ), 0]
```

The amplitudes are \(c_0=\cos Kt\) and \(c_1=\sin Kt\).

```lean
/-- The two-level amplitudes `(cos Kt, sin Kt)`. -/
noncomputable def twoLevelState (K t : ℝ) : Fin 2 → ℂ :=
  ![((Real.cos (K * t) : ℝ) : ℂ), ((Real.sin (K * t) : ℝ) : ℂ)]
```

They satisfy \(c_0'=-Kc_1\) and \(c_1'=Kc_0\), and the leakage is \(1-\cos^2Kt=\sin^2Kt\). The theorem checks the equation of motion, the hypotheses and this value in turn.

```lean
/-- For every real `K`, the amplitudes `(cos Kt, sin Kt)` start in the first state and solve the
equation of motion for two states of zero energy with the anti-Hermitian `twoLevelCoupling K`. The
squared coupling out of the first state is `K²`, and the leakage from it equals `sin² (Kt)` at all
times. -/
theorem leakage_sharp_witness (K : ℝ) :
    Evolves (fun _ _ => 0) (fun _ => twoLevelCoupling K) (twoLevelState K) ∧
    (twoLevelCoupling K)ᴴ = -twoLevelCoupling K ∧
    twoLevelState K 0 = Pi.single 0 1 ∧
    ∑ j ∈ Finset.univ.erase 0, ‖twoLevelCoupling K 0 j‖ ^ 2 = K ^ 2 ∧
    ∀ t, 1 - ‖twoLevelState K t 0‖ ^ 2 = Real.sin (K * t) ^ 2 := by
  refine ⟨?_, ?_, ?_, ?_, ?_⟩
  · intro t
    have hl : HasDerivAt (fun s : ℝ => K * s) K t := by
      simpa using (hasDerivAt_id t).const_mul K
    refine Fin.forall_fin_two.mpr ⟨?_, ?_⟩
    · refine hl.cos.ofReal_comp.congr_deriv ?_
      simp [Fin.sum_univ_two, twoLevelCoupling, twoLevelState, mul_comm]
    · refine hl.sin.ofReal_comp.congr_deriv ?_
      simp [Fin.sum_univ_two, twoLevelCoupling, twoLevelState, mul_comm]
  · ext j k
    fin_cases j <;> fin_cases k <;> simp [twoLevelCoupling]
  · ext j
    fin_cases j <;> simp [twoLevelState]
  · have e : Finset.univ.erase (0 : Fin 2) = {1} := by decide
    rw [e, Finset.sum_singleton]
    simp [twoLevelCoupling]
  · intro t
    have h : ‖twoLevelState K t 0‖ ^ 2 = Real.cos (K * t) ^ 2 := by
      change ‖((Real.cos (K * t) : ℝ) : ℂ)‖ ^ 2 = _
      rw [Complex.norm_real, Real.norm_eq_abs, sq_abs]
    rw [h, Real.sin_sq]

end NonadiabaticLeakage
```

```lean
#print axioms NonadiabaticLeakage.leakage_le
```

```
'NonadiabaticLeakage.leakage_le' depends on axioms: [propext, Classical.choice, Quot.sound]
```

Q: Where would I meet this in a calculation?

A: In Ehrenfest or surface-hopping dynamics, where a finite set of electronic amplitudes is propagated along a classical trajectory. The coupling \(D_{ij}\) is the nuclear velocity dotted into the derivative coupling vector. Sum \(|D_{ij}|^2\) over \(j\ne i\) and take the largest value over the interval as \(K^2\). If \(K=0.01\ \mathrm{fs}^{-1}\), then after 10 fs \(Kt=0.1\), and if the amplitudes start wholly in state \(i\), then \(1-|c_i|^2\) is at most 1%. In surface hopping this bounds the population carried by the amplitudes, not the fraction of trajectories that have left surface \(i\). As stated, the theorem does not cover an interval with velocity jumps at hops, where the amplitudes generally lose their derivative, or one with a decoherence correction, which changes the amplitudes in a way that the equation of motion above does not contain.

Q: And if the nuclei are treated quantum mechanically?

A: Then the step from the coupled Schrödinger equation of electrons and nuclei to one nuclear path needs its own justification. The hypotheses begin after that step.
